# When a reference-projected Fock Hamiltonian separates over non-interacting fragments

Take two non-interacting fragments $A$ and $B$, each with a reference level 0 and an excited level 1. On each fragment let the Fock operator be $X=\begin{pmatrix}0&1\\1&0\end{pmatrix}$. A zeroth-order Hamiltonian that removes the coupling between reference and complement is zero on either fragment alone.

For the pair, the reference is $|00\rangle$. Projection removes $|00\rangle\leftrightarrow|10\rangle$ and $|00\rangle\leftrightarrow|01\rangle$, but keeps $|10\rangle\leftrightarrow|11\rangle$ and $|01\rangle\leftrightarrow|11\rangle$, since these states all lie in the complement. The pair's eigenvalues are $\pm\sqrt2,0,0$, whereas the sum of the fragment operators has only zeros. A coupling discarded in one fragment returns once the other is excited.

This bears on size consistency in CASPT2, here for finite-dimensional fragments and an $H_0$ with just two blocks, reference and complement. CASPT2 as implemented divides the complement further into excitation classes; the step to that operator is not taken here, and second-order energies are not treated.

```lean
import Mathlib

open Matrix
open scoped Kronecker

namespace CASPT2Separability
```

## Fragments and their product space

Operators are complex matrices, and `A ⊗ₖ B` has entries $A_{ij}B_{kl}$ at row $(i,k)$, column $(j,l)$. If all these products vanish and some $B_{kl}\neq0$, dividing by it gives $A=0$. So a Kronecker product is zero exactly when one factor is.

```lean
/-- A Kronecker product of two operators vanishes exactly when one of the factors vanishes. -/
theorem kronecker_eq_zero_iff {m n : Type*} (A : Matrix m m ℂ) (B : Matrix n n ℂ) :
    A ⊗ₖ B = 0 ↔ A = 0 ∨ B = 0 := by
  constructor
  · intro h
    by_cases hB : B = 0
    · exact Or.inr hB
    · left
      -- pick a nonzero entry of B and divide it out
      obtain ⟨k, l, hkl⟩ : ∃ k l, B k l ≠ 0 := by
        by_contra hn
        apply hB
        ext k l
        by_contra hkl
        exact hn ⟨k, l, hkl⟩
      ext i j
      have e : A i j * B k l = 0 := congrFun (congrFun h (i, k)) (j, l)
      exact (mul_eq_zero.1 e).resolve_right hkl
  · rintro (h | h)
    · rw [h, Matrix.zero_kronecker]
    · rw [h, Matrix.kronecker_zero]
```

Without interaction, the total Fock operator is $F=F_A\otimes1+1\otimes F_B$. This additivity is assumed, as is the product form $P=p_A\otimes p_B$ of the reference projector.

```lean
/-- The operator `A ⊗ 1 + 1 ⊗ B` of two fragments that do not interact. -/
def fragmentSum {m n : Type*} [DecidableEq m] [DecidableEq n]
    (A : Matrix m m ℂ) (B : Matrix n n ℂ) : Matrix (m × n) (m × n) ℂ :=
  A ⊗ₖ (1 : Matrix n n ℂ) + (1 : Matrix m m ℂ) ⊗ₖ B
```

## The projected operator and what it discards

Here $F$ acts on a fragment's many-electron space; it is not the orbital Fock matrix. For a reference projector $p$, define $Z(F,p)=pFp+(1-p)F(1-p)$.

```lean
variable {m n : Type*} [Fintype m] [DecidableEq m] [Fintype n] [DecidableEq n]

/-- The projected zeroth-order Hamiltonian `p F p + (1 - p) F (1 - p)` built from a Fock
operator `F` and a reference projector `p`. -/
def zerothOrder (F p : Matrix n n ℂ) : Matrix n n ℂ :=
  p * F * p + (1 - p) * F * (1 - p)
```

The discarded part is $O=F-Z$. The name `coupling` refers to this off-diagonal part of $F$, which connects reference and complement in both directions, not to an interaction between fragments.

```lean
/-- The part of the Fock operator that the projected zeroth-order Hamiltonian leaves out. -/
def coupling (F p : Matrix n n ℂ) : Matrix n n ℂ :=
  F - zerothOrder F p
```

Multiplying out, with no condition on $p$, gives
$$Z=F-pF-Fp+2pFp.$$

```lean
/-- The projected zeroth-order Hamiltonian, multiplied out. -/
theorem zerothOrder_eq (F p : Matrix n n ℂ) :
    zerothOrder F p = F - p * F - F * p + (p * F * p + p * F * p) := by
  unfold zerothOrder
  noncomm_ring
```

Hence $O=pF+Fp-2pFp$. If $p^2=p$, then $pO=pF-pFp$ and $Op=Fp-pFp$, which add up to $O$. The proof expands both sides, contracts $pp$ to $p$ and collects terms.

```lean
/-- For an idempotent `p`, the discarded coupling `O` satisfies `p O + O p = O`: it only
connects the reference space with its complement. -/
theorem coupling_split (F p : Matrix n n ℂ) (hp : p * p = p) :
    p * coupling F p + coupling F p * p = coupling F p := by
  have hp' : ∀ X : Matrix n n ℂ, X * p * p = X * p := by
    intro X
    rw [mul_assoc, hp]
  simp only [coupling, zerothOrder_eq, mul_sub, mul_add, sub_mul, add_mul,
    ← mul_assoc, hp, hp']
  abel
```

## The separability defect

Write $Z_A,O_A$ and $Z_B,O_B$ for the fragment operators. Idempotency gives
$$PFP=p_AF_Ap_A\otimes p_B+p_A\otimes p_BF_Bp_B.$$
The terms of $Z(F,P)$ containing $F_A$ are therefore
$$F_A\otimes1-(p_AF_A+F_Ap_A-2p_AF_Ap_A)\otimes p_B=F_A\otimes1-O_A\otimes p_B.$$
Subtracting $Z_A\otimes1=(F_A-O_A)\otimes1$ leaves $O_A\otimes(1-p_B)$. The $F_B$ terms behave alike, so
$$D=Z(F,P)-Z_A\otimes1-1\otimes Z_B=O_A\otimes(1-p_B)+(1-p_A)\otimes O_B.$$
In Lean, `hPF`, `hFP` and `hPFP` supply the products, and the final comparison is made entry by entry. The hypotheses `hA` and `hB` are idempotency; Hermiticity is not required.

Idempotency matters already for $1\times1$ matrices. With $F_A=1$, $F_B=0$, $p_A=1$ and $p_B=\tfrac12$, the left side is $\tfrac12-1=-\tfrac12$ and the right side is $0$. A Hermitian $p_B$ with eigenvalues between 0 and 1 is thus not enough.

```lean
/-- For idempotent reference projectors, the zeroth-order Hamiltonian of two non-interacting
fragments differs from the sum of the fragment Hamiltonians by
`O_A ⊗ (1 - p_B) + (1 - p_A) ⊗ O_B`, with `O` the discarded couplings. -/
theorem separability_defect (FA pA : Matrix m m ℂ) (FB pB : Matrix n n ℂ)
    (hA : pA * pA = pA) (hB : pB * pB = pB) :
    zerothOrder (fragmentSum FA FB) (pA ⊗ₖ pB)
        - fragmentSum (zerothOrder FA pA) (zerothOrder FB pB)
      = coupling FA pA ⊗ₖ (1 - pB) + (1 - pA) ⊗ₖ coupling FB pB := by
  -- products of the total Fock operator with the product projector
  have hPF : (pA ⊗ₖ pB) * fragmentSum FA FB
      = (pA * FA) ⊗ₖ pB + pA ⊗ₖ (pB * FB) := by
    simp only [fragmentSum, Matrix.mul_add, ← Matrix.mul_kronecker_mul, mul_one]
  have hFP : fragmentSum FA FB * (pA ⊗ₖ pB)
      = (FA * pA) ⊗ₖ pB + pA ⊗ₖ (FB * pB) := by
    simp only [fragmentSum, Matrix.add_mul, ← Matrix.mul_kronecker_mul, one_mul]
  have hPFP : (pA ⊗ₖ pB) * fragmentSum FA FB * (pA ⊗ₖ pB)
      = (pA * FA * pA) ⊗ₖ pB + pA ⊗ₖ (pB * FB * pB) := by
    rw [hPF]
    simp only [Matrix.add_mul, ← Matrix.mul_kronecker_mul, hA, hB]
  rw [zerothOrder_eq (fragmentSum FA FB), hPFP, hPF, hFP]
  simp only [fragmentSum, coupling, zerothOrder_eq]
  -- what remains is bilinear in the entries of the two fragments
  ext ⟨i, k⟩ ⟨j, l⟩
  simp only [Matrix.add_apply, Matrix.sub_apply, Matrix.kroneckerMap_apply]
  ring
```

## Exactly when it separates

Separability here means $D=0$: the pair's operator is the sum of the fragments' own $Z_A$ and $Z_B$. Being a sum of some other fragment operators does not count. For example, $p_B=0$ gives $Z(F,P)=F$, which is such a sum, but $D=O_A\otimes1$.

Suppose $D=0$. Multiplying $D$ by $p_A\otimes1$ from the left, and separately from the right, removes the second term each time, because $p_A(1-p_A)=(1-p_A)p_A=0$. This leaves $p_AO_A\otimes(1-p_B)=0$ and $O_Ap_A\otimes(1-p_B)=0$. Their sum is $O_A\otimes(1-p_B)=0$, so the other term of $D$ vanishes too. The zero-product rule then gives
$$(O_A=0\ \text{or}\ p_B=1)\quad\text{and}\quad(O_B=0\ \text{or}\ p_A=1).$$
Conversely, these conditions make both terms zero.

```lean
/-- For idempotent reference projectors, the zeroth-order Hamiltonian of two non-interacting
fragments equals the sum of the fragments' zeroth-order Hamiltonians exactly when each fragment has
no discarded coupling or its partner's projector is the identity. -/
theorem separable_iff (FA pA : Matrix m m ℂ) (FB pB : Matrix n n ℂ)
    (hA : pA * pA = pA) (hB : pB * pB = pB) :
    zerothOrder (fragmentSum FA FB) (pA ⊗ₖ pB)
        = fragmentSum (zerothOrder FA pA) (zerothOrder FB pB)
      ↔ (coupling FA pA = 0 ∨ pB = 1) ∧ (coupling FB pB = 0 ∨ pA = 1) := by
  rw [← sub_eq_zero, separability_defect FA pA FB pB hA hB]
  constructor
  · intro hD
    have qA : pA * (1 - pA) = 0 := by rw [mul_sub, mul_one, hA, sub_self]
    have qA' : (1 - pA) * pA = 0 := by rw [sub_mul, one_mul, hA, sub_self]
    -- projecting fragment A from the left and from the right removes the second term
    have hl : (pA * coupling FA pA) ⊗ₖ (1 - pB) = 0 := by
      have h := congrArg (fun X => (pA ⊗ₖ (1 : Matrix n n ℂ)) * X) hD
      simpa only [Matrix.mul_add, ← Matrix.mul_kronecker_mul, one_mul, qA,
        Matrix.zero_kronecker, add_zero, Matrix.mul_zero] using h
    have hr : (coupling FA pA * pA) ⊗ₖ (1 - pB) = 0 := by
      have h := congrArg (fun X => X * (pA ⊗ₖ (1 : Matrix n n ℂ))) hD
      simpa only [Matrix.add_mul, ← Matrix.mul_kronecker_mul, mul_one, qA',
        Matrix.zero_kronecker, add_zero, Matrix.zero_mul] using h
    have e1 : coupling FA pA ⊗ₖ (1 - pB) = 0 := by
      rw [← coupling_split FA pA hA, Matrix.add_kronecker, hl, hr, add_zero]
    rw [e1, zero_add] at hD
    exact ⟨((kronecker_eq_zero_iff _ _).1 e1).imp id (fun h => (sub_eq_zero.1 h).symm),
      ((kronecker_eq_zero_iff _ _).1 hD).symm.imp id (fun h => (sub_eq_zero.1 h).symm)⟩
  · rintro ⟨h1, h2⟩
    have e1 : coupling FA pA ⊗ₖ (1 - pB) = 0 :=
      (kronecker_eq_zero_iff _ _).2 (h1.imp id (fun h => by rw [h, sub_self]))
    have e2 : (1 - pA) ⊗ₖ coupling FB pB = 0 :=
      (kronecker_eq_zero_iff _ _).2 (h2.symm.imp (fun h => by rw [h, sub_self]) id)
    rw [e1, e2, add_zero]
```

In particular, $O_A\neq0$ together with $p_B\neq1$ rules out separability.

```lean
/-- For idempotent reference projectors, the zeroth-order Hamiltonian of two non-interacting
fragments differs from the sum of the fragments' zeroth-order Hamiltonians if fragment A has a
nonzero discarded coupling and the projector of B is not the identity. -/
theorem not_separable (FA pA : Matrix m m ℂ) (FB pB : Matrix n n ℂ)
    (hA : pA * pA = pA) (hB : pB * pB = pB) (hO : coupling FA pA ≠ 0) (h1 : pB ≠ 1) :
    zerothOrder (fragmentSum FA FB) (pA ⊗ₖ pB)
      ≠ fragmentSum (zerothOrder FA pA) (zerothOrder FB pB) := by
  intro h
  exact ((separable_iff FA pA FB pB hA hB).1 h).1.elim hO h1
```

## Where the defect acts

On the product reference space both terms of $D$ vanish, since $(1-p_B)p_B=0$ and $(1-p_A)p_A=0$.

```lean
/-- For idempotent reference projectors, the zeroth-order Hamiltonian and the sum of the
fragment Hamiltonians act identically on the product reference space. -/
theorem separable_on_reference (FA pA : Matrix m m ℂ) (FB pB : Matrix n n ℂ)
    (hA : pA * pA = pA) (hB : pB * pB = pB) :
    zerothOrder (fragmentSum FA FB) (pA ⊗ₖ pB) * (pA ⊗ₖ pB)
      = fragmentSum (zerothOrder FA pA) (zerothOrder FB pB) * (pA ⊗ₖ pB) := by
  have qA : (1 - pA) * pA = 0 := by rw [sub_mul, one_mul, hA, sub_self]
  have qB : (1 - pB) * pB = 0 := by rw [sub_mul, one_mul, hB, sub_self]
  rw [← sub_eq_zero, ← Matrix.sub_mul, separability_defect FA pA FB pB hA hB]
  simp only [Matrix.add_mul, ← Matrix.mul_kronecker_mul, qA, qB,
    Matrix.kronecker_zero, Matrix.zero_kronecker, add_zero]
```

With $A$ excited and $B$ in its reference space,
$$D\,\big((1-p_A)\otimes p_B\big)=(1-p_A)\otimes O_Bp_B.$$
In the opening example this is the step $|10\rangle\to|11\rangle$.

```lean
/-- For idempotent reference projectors, with A outside its reference space and B inside, the
separability error leaves A alone and acts on B as the discarded coupling of B. -/
theorem defect_on_excited_fragment (FA pA : Matrix m m ℂ) (FB pB : Matrix n n ℂ)
    (hA : pA * pA = pA) (hB : pB * pB = pB) :
    (zerothOrder (fragmentSum FA FB) (pA ⊗ₖ pB)
        - fragmentSum (zerothOrder FA pA) (zerothOrder FB pB)) * ((1 - pA) ⊗ₖ pB)
      = (1 - pA) ⊗ₖ (coupling FB pB * pB) := by
  have qA : (1 - pA) * (1 - pA) = 1 - pA := by
    rw [mul_sub, mul_one, sub_mul, one_mul, hA, sub_self, sub_zero]
  have qB : (1 - pB) * pB = 0 := by rw [sub_mul, one_mul, hB, sub_self]
  rw [separability_defect FA pA FB pB hA hB]
  simp only [Matrix.add_mul, ← Matrix.mul_kronecker_mul, qA, qB,
    Matrix.kronecker_zero, zero_add]
```

## The two-level fragment in Lean

The Fock operator is the $X$ used at the start.

```lean
/-- A two-level Fock operator that only couples the two levels. -/
def twoLevelFock : Matrix (Fin 2) (Fin 2) ℂ := !![0, 1; 1, 0]
```

The projector selects level 0.

```lean
/-- The projector on the first of two levels. -/
def firstLevel : Matrix (Fin 2) (Fin 2) ℂ := !![1, 0; 0, 0]
```

Both matrices are Hermitian and $p^2=p\neq1$. Since $pXp=(1-p)X(1-p)=0$, the discarded part is $O=X\neq0$. The theorem checks Hermiticity, $p^2=p\neq1$ and $O\neq0$; using the same pair for $A$ and $B$ in `not_separable` then gives the failure of separability.

```lean
/-- The two-level Fock operator and the first-level projector are Hermitian, the projector is
idempotent and not the identity, and the discarded coupling is nonzero. -/
theorem not_separable_witness :
    twoLevelFock.IsHermitian ∧ firstLevel.IsHermitian ∧
      firstLevel * firstLevel = firstLevel ∧
      coupling twoLevelFock firstLevel ≠ 0 ∧ firstLevel ≠ 1 := by
  refine ⟨Matrix.IsHermitian.ext ?_, Matrix.IsHermitian.ext ?_, ?_, ?_, ?_⟩
  · intro i j
    fin_cases i <;> fin_cases j <;> simp [twoLevelFock]
  · intro i j
    fin_cases i <;> fin_cases j <;> simp [firstLevel]
  · ext i j
    fin_cases i <;> fin_cases j <;> simp [firstLevel, Matrix.mul_apply, Fin.sum_univ_two]
  · intro h
    have h01 := congrFun (congrFun h 0) 1
    simp [coupling, zerothOrder_eq, twoLevelFock, firstLevel] at h01
  · intro h
    have h11 := congrFun (congrFun h 1) 1
    simp [firstLevel] at h11

end CASPT2Separability
```

```lean
#print axioms CASPT2Separability.separable_iff
#print axioms CASPT2Separability.not_separable
#print axioms CASPT2Separability.separable_on_reference
#print axioms CASPT2Separability.defect_on_excited_fragment
```

```
'CASPT2Separability.separable_iff' depends on axioms: [propext, Classical.choice, Quot.sound]
'CASPT2Separability.not_separable' depends on axioms: [propext, Classical.choice, Quot.sound]
'CASPT2Separability.separable_on_reference' depends on axioms: [propext, Classical.choice, Quot.sound]
'CASPT2Separability.defect_on_excited_fragment' depends on axioms: [propext, Classical.choice, Quot.sound]
```
